# The multipole intensities of finitely many weighted points sum to the squared modulus of their plane-wave amplitude

For a real wave vector k and finitely many points r_j in three-dimensional space with arbitrary complex weights w_j, `hasSum_intensity` concerns the full plane-wave amplitude ∑ w_j exp(i k·r_j). Expanding the exponentials gives multipole amplitudes M_n, and the intensity of order n collects the products conj(M_p) M_q with p + q = n. The theorem says that the series of these intensities over all n converges to the squared modulus of the full amplitude, with no normalisation of the weights assumed. The attempt takes the exponential series for the relative position of each pair of points, multiplies it by the pair's weights and sums over the pairs, then uses `convert` to match the result `h` with the claim.

The failing Lean file:

```lean
import Mathlib

open Complex ComplexConjugate Matrix

namespace HasSumIntensity

noncomputable section

variable {ι : Type*} [Fintype ι]

/-- The exponent `i k·r` of a plane wave with wave vector `k` at the point `r`. -/
def phase (k r : Fin 3 → ℝ) : ℂ := I * ((k ⬝ᵥ r : ℝ) : ℂ)

/-- The multipole amplitude of order `n`, `M_n = ∑ w_j (i k·r_j)^n / n!`, of complex
weights `w_j` at the points `r_j`. -/
def moment (k : Fin 3 → ℝ) (w : ι → ℂ) (r : ι → Fin 3 → ℝ) (n : ℕ) : ℂ :=
  ∑ j, w j * phase k (r j) ^ n / (n.factorial : ℂ)

/-- The intensity of order `n`: the sum of `conj M_p * M_q` over all `p + q = n`. -/
def intensity (k : Fin 3 → ℝ) (w : ι → ℂ) (r : ι → Fin 3 → ℝ) (n : ℕ) : ℂ :=
  ∑ p ∈ Finset.range (n + 1), conj (moment k w r p) * moment k w r (n - p)

/-- The binomial theorem for divided powers: `(x + y)^n / n!` is the sum of
`x^p / p! * y^q / q!` over `p + q = n`. -/
theorem add_pow_div_factorial (x y : ℂ) (n : ℕ) :
    (x + y) ^ n / (n.factorial : ℂ) = ∑ p ∈ Finset.range (n + 1),
      x ^ p / (p.factorial : ℂ) * (y ^ (n - p) / ((n - p).factorial : ℂ)) := by
  rw [add_pow, Finset.sum_div]
  refine Finset.sum_congr rfl fun p h => ?_
  have hp : p ≤ n := by
    have := Finset.mem_range.mp h
    omega
  have hc : (n.choose p : ℂ) * (p.factorial : ℂ) * ((n - p).factorial : ℂ)
      = (n.factorial : ℂ) := by
    exact_mod_cast Nat.choose_mul_factorial_mul_factorial hp
  have h0 : ∀ i : ℕ, (i.factorial : ℂ) ≠ 0 := fun i =>
    Nat.cast_ne_zero.mpr (Nat.factorial_ne_zero i)
  rw [div_mul_div_comm, div_eq_div_iff (h0 _) (mul_ne_zero (h0 _) (h0 _)), ← hc]
  ring

/-- The phase of a relative position is the phase at one point plus the conjugate phase
at the other. -/
theorem phase_sub (k x y : Fin 3 → ℝ) :
    phase k (y - x) = conj (phase k x) + phase k y := by
  simp only [phase, dotProduct_sub, ofReal_sub, map_mul, conj_I, conj_ofReal]
  ring

/-- The intensity of order `n` is a sum over pairs of points in which only the relative
positions `r_l - r_j` occur. -/
theorem intensity_eq_pair_sum (k : Fin 3 → ℝ) (w : ι → ℂ) (r : ι → Fin 3 → ℝ) (n : ℕ) :
    intensity k w r n = ∑ j, ∑ l,
      conj (w j) * w l * phase k (r l - r j) ^ n / (n.factorial : ℂ) := by
  simp only [intensity, moment, map_sum, map_div₀, map_mul, map_pow, map_natCast,
    Finset.sum_mul_sum]
  -- bring the sum over orders inside, then apply the binomial theorem to each pair
  rw [Finset.sum_comm]
  refine Finset.sum_congr rfl fun j _ => ?_
  rw [Finset.sum_comm]
  refine Finset.sum_congr rfl fun l _ => ?_
  rw [phase_sub, mul_div_assoc, add_pow_div_factorial, Finset.mul_sum]
  exact Finset.sum_congr rfl fun m _ => by ring

/-- The intensities of all orders sum to the squared modulus of the full plane-wave
amplitude `∑ w_j exp(i k·r_j)`. -/
theorem hasSum_intensity (k : Fin 3 → ℝ) (w : ι → ℂ) (r : ι → Fin 3 → ℝ) :
    HasSum (intensity k w r) ((‖∑ j, w j * exp (phase k (r j))‖ ^ 2 : ℝ) : ℂ) := by
  have hexp : ∀ x : ℂ, HasSum (fun n : ℕ => x ^ n / (n.factorial : ℂ)) (exp x) := by
    intro x
    rw [Complex.exp_eq_exp_ℂ]
    exact NormedSpace.expSeries_div_hasSum_exp x
  have h := hasSum_sum (s := Finset.univ) fun (j : ι) _ =>
    hasSum_sum (s := Finset.univ) fun (l : ι) _ =>
      (hexp (phase k (r l - r j))).mul_left (conj (w j) * w l)
  convert h using 1
  · funext n
    simp only [intensity_eq_pair_sum, mul_div_assoc]
  · rw [ofReal_pow, ← Complex.conj_mul', map_sum, Finset.sum_mul_sum]
    refine Finset.sum_congr rfl fun j _ => Finset.sum_congr rfl fun l _ => ?_
    rw [phase_sub, Complex.exp_add, Complex.exp_conj, map_mul]
    ring

end

end HasSumIntensity
```

The compiler's answer:

```
Main.lean:75:4: error: Tactic `apply` failed: could not unify the conclusion of `@funext`
  ?f = ?g
with the goal
  instAddCommMonoid = instNonUnitalCommRing.toNonUnitalNonAssocCommRing.toNonUnitalNonAssocSemiring.toAddCommMonoid

Note: The full type of `@funext` is
  ∀ {α : Sort ?u.79} {β : α → Sort ?u.78} {f g : (x : α) → β x}, (∀ (x : α), f x = g x) → f = g

case e'_3
ι : Type u_1
inst✝ : Fintype ι
k : Fin 3 → ℝ
w : ι → ℂ
r : ι → Fin 3 → ℝ
hexp : ∀ (x : ℂ), HasSum (fun n => x ^ n / ↑n.factorial) (cexp x)
h :
  HasSum (fun b => ∑ i, ∑ i_1, (starRingEnd ℂ) (w i) * w i_1 * (phase k (r i_1 - r i) ^ b / ↑b.factorial))
    (∑ i, ∑ i_1, (starRingEnd ℂ) (w i) * w i_1 * cexp (phase k (r i_1 - r i)))
⊢ instAddCommMonoid = instNonUnitalCommRing.toNonUnitalNonAssocCommRing.toNonUnitalNonAssocSemiring.toAddCommMonoid
Main.lean:77:8: error: Tactic `rewrite` failed: Did not find an occurrence of the pattern
  ↑(?r ^ ?n)
in the target expression
  intensity k w r = fun b => ∑ i, ∑ i_1, (starRingEnd ℂ) (w i) * w i_1 * (phase k (r i_1 - r i) ^ b / ↑b.factorial)

case e'_5
ι : Type u_1
inst✝ : Fintype ι
k : Fin 3 → ℝ
w : ι → ℂ
r : ι → Fin 3 → ℝ
hexp : ∀ (x : ℂ), HasSum (fun n => x ^ n / ↑n.factorial) (cexp x)
h :
  HasSum (fun b => ∑ i, ∑ i_1, (starRingEnd ℂ) (w i) * w i_1 * (phase k (r i_1 - r i) ^ b / ↑b.factorial))
    (∑ i, ∑ i_1, (starRingEnd ℂ) (w i) * w i_1 * cexp (phase k (r i_1 - r i)))
⊢ intensity k w r = fun b => ∑ i, ∑ i_1, (starRingEnd ℂ) (w i) * w i_1 * (phase k (r i_1 - r i) ^ b / ↑b.factorial)
Main.lean:66:81: error: unsolved goals
case e'_6
ι : Type u_1
inst✝ : Fintype ι
k : Fin 3 → ℝ
w : ι → ℂ
r : ι → Fin 3 → ℝ
hexp : ∀ (x : ℂ), HasSum (fun n => x ^ n / ↑n.factorial) (cexp x)
h :
  HasSum (fun b => ∑ i, ∑ i_1, (starRingEnd ℂ) (w i) * w i_1 * (phase k (r i_1 - r i) ^ b / ↑b.factorial))
    (∑ i, ∑ i_1, (starRingEnd ℂ) (w i) * w i_1 * cexp (phase k (r i_1 - r i)))
⊢ ↑(‖∑ j, w j * cexp (phase k (r j))‖ ^ 2) = ∑ i, ∑ i_1, (starRingEnd ℂ) (w i) * w i_1 * cexp (phase k (r i_1 - r i))
```

Cause. The proof expects two goals from `convert h using 1`, one for the series' terms and one for its sum, but there are three. The extra one, which comes first, asks that two instances of `AddCommMonoid` be equal: the one in the theorem's `HasSum` and the one in `h`, reached through the ring structure. `convert` did not close it by itself.

Each bullet therefore meets the wrong goal. `funext` is applied to the equality of instances, which it cannot unify with an equality of functions. `rw [ofReal_pow, ...]` is applied to the equality of terms, where there is no cast of a real power to rewrite. The equality of sums is left with no bullet, hence the "unsolved goals" error.

The repair states the two intended equalities as `hf` and `hv` and proves them by the same steps as before. After `rw [hf, hv]` the goal differs from `h` only in the instance, and `exact h` accepts this because the two instances are equal by definition.

This version goes through:

```diff
@@ -72,11 +72,16 @@
     hasSum_sum (s := Finset.univ) fun (l : ι) _ =>
       (hexp (phase k (r l - r j))).mul_left (conj (w j) * w l)
-  convert h using 1
-  · funext n
+  have hf : intensity k w r = fun n => ∑ j, ∑ l,
+      conj (w j) * w l * (phase k (r l - r j) ^ n / (n.factorial : ℂ)) := by
+    funext n
     simp only [intensity_eq_pair_sum, mul_div_assoc]
-  · rw [ofReal_pow, ← Complex.conj_mul', map_sum, Finset.sum_mul_sum]
+  have hv : ((‖∑ j, w j * exp (phase k (r j))‖ ^ 2 : ℝ) : ℂ)
+      = ∑ j, ∑ l, conj (w j) * w l * exp (phase k (r l - r j)) := by
+    rw [ofReal_pow, ← Complex.conj_mul', map_sum, Finset.sum_mul_sum]
     refine Finset.sum_congr rfl fun j _ => Finset.sum_congr rfl fun l _ => ?_
     rw [phase_sub, Complex.exp_add, Complex.exp_conj, map_mul]
     ring
+  rw [hf, hv]
+  exact h
 
 end
```
